# Over all distributions, the mean pair correlation ⟨sᵢsⱼ⟩ of n ≥ 2 mutually neighbouring ±1 spins ranges exactly from −1/(n−1) (even n) or −1/n (odd n) to 1

## Spins, distributions and the average over pairs

The cluster has $n$ sites, numbered $i = 0,\dots,n-1$, and every site is a neighbour of every other. In Lean the sites are the elements of `Fin n`. No adjacency relation is needed, because all pairs enter the average. The triangle and the tetrahedron are the cases $n=3$ and $n=4$; for $n\ge5$, where $n$ points in space cannot all be equidistant, "neighbouring" describes an abstract complete graph.

```lean
import Mathlib

open Finset

namespace ClusterPairCorrelation

noncomputable section

variable {n : ℕ}
```

A configuration $\sigma$ assigns to each site a Boolean value, with `true` for up and `false` for down. In a binary alloy these stand for the two atomic species. The numerical spin is $s_i(\sigma)=+1$ or $-1$.

```lean
/-- The value `+1` or `-1` of an up or down spin. -/
def spin (b : Bool) : ℝ := if b then 1 else -1
```

The total spin is $M(\sigma)=\sum_i s_i(\sigma)$, a sum and not a mean per site.

```lean
/-- The total spin of a configuration of `n` sites. -/
def totalSpin (σ : Fin n → Bool) : ℝ := ∑ i, spin (σ i)
```

A distribution gives each configuration a weight $p(\sigma)\ge 0$, with $\sum_\sigma p(\sigma)=1$. There is no Hamiltonian and no temperature, and the composition is left free. If the mean spin were prescribed, the least correlation could be higher.

```lean
/-- A probability distribution on the spin configurations of the cluster. -/
structure IsDistribution (p : (Fin n → Bool) → ℝ) : Prop where
  nonneg : ∀ σ, 0 ≤ p σ
  sum_one : ∑ σ, p σ = 1
```

Write $\langle f\rangle=\sum_\sigma p(\sigma)f(\sigma)$. The pair correlation of sites $i$ and $j$ is $\langle s_is_j\rangle$, without subtraction of $\langle s_i\rangle\langle s_j\rangle$.

```lean
/-- The pair correlation of sites `i` and `j`: the expectation of the product of their spins. -/
def pairCorr (p : (Fin n → Bool) → ℝ) (i j : Fin n) : ℝ :=
  ∑ σ, p σ * (spin (σ i) * spin (σ j))
```

Its mean over the $n(n-1)$ ordered pairs of distinct sites is

$$\bar c=\frac{1}{n(n-1)}\sum_i\sum_{j\ne i}\langle s_is_j\rangle .$$

Each unordered pair is counted twice in both numerator and denominator, so this is also the mean over unordered pairs.

```lean
/-- The pair correlation averaged over all ordered pairs of distinct sites. -/
def meanPairCorr (p : (Fin n → Bool) → ℝ) : ℝ :=
  (∑ i, ∑ j ∈ univ.erase i, pairCorr p i j) / ((n : ℝ) * ((n : ℝ) - 1))
```

The set `achievable n` collects the values of $\bar c$ over all distributions.

```lean
/-- The values of the mean pair correlation over all distributions of `n` spins. -/
def achievable (n : ℕ) : Set ℝ :=
  {c | ∃ p : (Fin n → Bool) → ℝ, IsDistribution p ∧ meanPairCorr p = c}
```

The proposed lower end of this set is $L(n)=-1/(n-1)$ for even $n$ and $L(n)=-1/n$ for odd $n$.

```lean
/-- The number `-1/(n-1)` for even `n` and `-1/n` for odd `n`. -/
def lowestCorr (n : ℕ) : ℝ := if Even n then -1 / ((n : ℝ) - 1) else -1 / (n : ℝ)
```

## The pair average is fixed by the mean square of the total spin

Expanding the square gives

$$M^2=\sum_{i,j}s_is_j=\sum_i s_i^2+\sum_i\sum_{j\neq i}s_is_j=n+\sum_i\sum_{j\neq i}s_is_j ,$$

because $s_i^2=1$. Taking the expectation and dividing by the number of ordered pairs,

$$\bar c=\frac{\langle M^2\rangle-n}{n(n-1)} .$$

```lean
/-- The mean pair correlation is fixed by the mean square of the total spin. -/
theorem meanPairCorr_eq {p : (Fin n → Bool) → ℝ} (hp : IsDistribution p) :
    meanPairCorr p = (∑ σ, p σ * totalSpin σ ^ 2 - n) / ((n : ℝ) * ((n : ℝ) - 1)) := by
  have hs : ∀ b, spin b * spin b = 1 := by intro b; cases b <;> norm_num [spin]
  have hdiag : ∀ i, pairCorr p i i = 1 := by
    intro i
    simp only [pairCorr, hs, mul_one]
    exact hp.sum_one
  -- the full double sum, diagonal included, is the mean square of the total spin
  have hall : ∑ i, ∑ j, pairCorr p i j = ∑ σ, p σ * totalSpin σ ^ 2 := by
    unfold pairCorr
    rw [Finset.sum_congr rfl (fun i _ => Finset.sum_comm), Finset.sum_comm]
    refine Finset.sum_congr rfl fun σ _ => ?_
    rw [totalSpin, sq, Finset.sum_mul_sum, Finset.mul_sum]
    refine Finset.sum_congr rfl fun i _ => ?_
    rw [Finset.mul_sum]
  have hrow : ∀ i, ∑ j ∈ univ.erase i, pairCorr p i j = ∑ j, pairCorr p i j - 1 := by
    intro i
    rw [Finset.sum_erase_eq_sub (mem_univ i), hdiag]
  unfold meanPairCorr
  rw [Finset.sum_congr rfl (fun i _ => hrow i), Finset.sum_sub_distrib, hall]
  simp
```

In the proof, `hdiag` is the statement $\langle s_i^2\rangle=1$, `hall` exchanges the sums over sites and configurations to identify the full double sum with $\langle M^2\rangle$, and `hrow` removes the diagonal term from each row. The theorem carries no condition on $n$; for $n<2$ both sides are divisions by zero, which Lean sets to $0$, and the results on the range below assume $n\ge2$.

The identity also shortens a calculation. A simulation code that samples configurations can add up the $n$ spins of the cluster and square the result, without looping over pairs.

## An odd number of spins cannot cancel

Let $u$ be the number of up spins. The other $n-u$ spins are down, so

$$M=u-(n-u)=2u-n .$$

```lean
/-- The total spin is twice the number of up spins minus the number of sites. -/
theorem totalSpin_eq (σ : Fin n → Bool) :
    totalSpin σ = 2 * ((∑ i, (σ i).toNat : ℕ) : ℝ) - n := by
  have h : ∀ i, spin (σ i) = 2 * ((σ i).toNat : ℝ) - 1 := by
    intro i
    cases σ i <;> norm_num [spin]
  unfold totalSpin
  rw [Finset.sum_congr rfl (fun i _ => h i), Finset.sum_sub_distrib, ← Finset.mul_sum,
    Nat.cast_sum]
  simp
```

The count $u$ appears in Lean as the sum of `(σ i).toNat`, which is 1 for an up spin and 0 for a down spin.

Since $0\le u\le n$,

$$n^2-M^2=4u(n-u)\ge0 ,$$

which gives $M^2\le n^2$. For the other side, write $r=n\bmod 2$. If $n$ is even, $M^2\ge0=r$. If $n$ is odd, $2u$ cannot equal $n$, so either $2u\le n-1$ or $2u\ge n+1$; in both cases $|M|\ge1$ and $M^2\ge1=r$. Altogether

$$r\le M^2\le n^2 .$$

```lean
/-- The squared total spin is at least the parity of `n` (0 or 1) and at most `n²`. -/
theorem totalSpin_sq_bounds (σ : Fin n → Bool) :
    ((n % 2 : ℕ) : ℝ) ≤ totalSpin σ ^ 2 ∧ totalSpin σ ^ 2 ≤ (n : ℝ) ^ 2 := by
  have hu : ∑ i, (σ i).toNat ≤ n := by
    calc ∑ i, (σ i).toNat ≤ ∑ _i : Fin n, 1 :=
          Finset.sum_le_sum fun i _ => by cases σ i <;> simp
      _ = n := by simp
  rw [totalSpin_eq]
  generalize ∑ i, (σ i).toNat = u at hu ⊢
  have hu' : (u : ℝ) ≤ n := by exact_mod_cast hu
  have hu0 : (0 : ℝ) ≤ u := Nat.cast_nonneg u
  refine ⟨?_, by nlinarith [mul_nonneg hu0 (sub_nonneg.mpr hu')]⟩
  rcases Nat.mod_two_eq_zero_or_one n with h | h
  · rw [h, Nat.cast_zero]
    positivity
  · -- an odd number of spins cannot cancel
    rw [h, Nat.cast_one]
    rcases (by omega : 2 * u + 1 ≤ n ∨ n + 1 ≤ 2 * u) with h1 | h1
    · have h2 : 2 * (u : ℝ) + 1 ≤ n := by exact_mod_cast h1
      nlinarith
    · have h2 : (n : ℝ) + 1 ≤ 2 * u := by exact_mod_cast h1
      nlinarith
```

The two alternatives for odd $n$ are supplied by `omega`, which works with integers. They are then transferred to the reals, where `nlinarith` squares the inequality.

The lower value is reached by the alternating configuration, with spins down at even $i$ and up at odd $i$. It has $u=\lfloor n/2\rfloor$, and therefore

$$M=2\lfloor n/2\rfloor-n=-r,\qquad M^2=r^2=r .$$

```lean
/-- The alternating configuration has squared total spin equal to the parity of `n`. -/
theorem totalSpin_alternating (n : ℕ) :
    totalSpin (fun i : Fin n => decide (i.val % 2 = 1)) ^ 2 = ((n % 2 : ℕ) : ℝ) := by
  have hc : ∀ m : ℕ, ∑ i ∈ range m, (decide (i % 2 = 1)).toNat = m / 2 := by
    intro m
    induction m with
    | zero => simp
    | succ k ih =>
      rw [Finset.sum_range_succ, ih]
      rcases Nat.mod_two_eq_zero_or_one k with h | h <;> simp [h] <;> omega
  rw [totalSpin_eq, Fin.sum_univ_eq_sum_range (fun i => (decide (i % 2 = 1)).toNat) n, hc]
  have hn : 2 * ((n / 2 : ℕ) : ℝ) + ((n % 2 : ℕ) : ℝ) = n := by
    exact_mod_cast Nat.div_add_mod n 2
  rw [← hn]
  rcases Nat.mod_two_eq_zero_or_one n with h | h <;> rw [h] <;> push_cast <;> ring
```

The count $\lfloor n/2\rfloor$ is proved by induction on the number of sites.

## From the total spin to the interval of correlations

For $n\ge2$ the number of ordered pairs is positive, so dividing by it preserves inequalities.

```lean
lemma pairs_pos (hn : 2 ≤ n) : 0 < (n : ℝ) * ((n : ℝ) - 1) := by
  have h : (2 : ℝ) ≤ n := by exact_mod_cast hn
  exact mul_pos (by linarith) (by linarith)
```

Inserting $\langle M^2\rangle=r$ into the formula for $\bar c$ gives $(r-n)/(n(n-1))$. For even $n$ this is $-n/(n(n-1))=-1/(n-1)$; for odd $n$ it is $-(n-1)/(n(n-1))=-1/n$. Hence, for either parity,

$$L(n)=\frac{r-n}{n(n-1)} .$$

```lean
lemma lowestCorr_eq (hn : 2 ≤ n) :
    lowestCorr n = (((n % 2 : ℕ) : ℝ) - n) / ((n : ℝ) * ((n : ℝ) - 1)) := by
  have hD := (pairs_pos hn).ne'
  have h0 : (n : ℝ) ≠ 0 := left_ne_zero_of_mul hD
  have h1 : (n : ℝ) - 1 ≠ 0 := right_ne_zero_of_mul hD
  unfold lowestCorr
  split_ifs with h
  · rw [Nat.even_iff.mp h, div_eq_div_iff h1 hD]
    push_cast
    ring
  · rw [Nat.odd_iff.mp (Nat.not_even_iff_odd.mp h), div_eq_div_iff h0 hD]
    push_cast
    ring
```

Averaging $r\le M^2\le n^2$ with nonnegative weights of total one gives $r\le\langle M^2\rangle\le n^2$, and so

$$L(n)\le\bar c\le\frac{n^2-n}{n(n-1)}=1 .$$

Conversely, let $c$ be any number with $L(n)\le c\le1$. Put weight $t$ on the fully aligned configuration, where $M^2=n^2$, and weight $1-t$ on the alternating one, where $M^2=r$. The mean correlation equals $c$ if

$$(1-t)\,r+t\,n^2=c\,n(n-1)+n,
\qquad\text{that is,}\qquad
t=\frac{c\,n(n-1)+n-r}{n^2-r} .$$

The condition $c\ge L(n)$ makes the numerator nonnegative, and $c\le1$ makes it at most $n^2-r$. Thus $0\le t\le1$, and the mixture is a distribution. The achievable values are exactly the closed interval $[L(n),1]$.

```lean
/-- For `n ≥ 2` mutually neighbouring spins, the possible values of the mean pair correlation
are exactly those from `-1/(n-1)` (even `n`) or `-1/n` (odd `n`) up to `1`. -/
theorem achievable_eq_Icc (hn : 2 ≤ n) : achievable n = Set.Icc (lowestCorr n) 1 := by
  have hD := pairs_pos hn
  have hn2 : (2 : ℝ) ≤ n := by exact_mod_cast hn
  ext c
  rw [Set.mem_Icc, lowestCorr_eq hn]
  constructor
  · rintro ⟨p, hp, rfl⟩
    have hconst : ∀ a : ℝ, ∑ σ, p σ * a = a := by
      intro a
      rw [← Finset.sum_mul, hp.sum_one, one_mul]
    -- average the bounds on the squared total spin
    have hlo : ∑ σ, p σ * ((n % 2 : ℕ) : ℝ) ≤ ∑ σ, p σ * totalSpin σ ^ 2 :=
      Finset.sum_le_sum fun σ _ =>
        mul_le_mul_of_nonneg_left (totalSpin_sq_bounds σ).1 (hp.nonneg σ)
    have hhi : ∑ σ, p σ * totalSpin σ ^ 2 ≤ ∑ σ, p σ * (n : ℝ) ^ 2 :=
      Finset.sum_le_sum fun σ _ =>
        mul_le_mul_of_nonneg_left (totalSpin_sq_bounds σ).2 (hp.nonneg σ)
    rw [hconst] at hlo hhi
    rw [meanPairCorr_eq hp]
    exact ⟨div_le_div_of_nonneg_right (by linarith) hD.le,
      (div_le_one hD).mpr (by linarith)⟩
  · rintro ⟨hc, hc1⟩
    rw [div_le_iff₀ hD] at hc
    have hr : ((n % 2 : ℕ) : ℝ) ≤ 1 := by
      exact_mod_cast (by omega : n % 2 ≤ 1)
    have hden : 0 < (n : ℝ) ^ 2 - ((n % 2 : ℕ) : ℝ) := by nlinarith
    -- the weight of the aligned configuration that produces the value `c`
    obtain ⟨t, ht0, ht1, ht⟩ : ∃ t : ℝ, 0 ≤ t ∧ t ≤ 1 ∧
        t * ((n : ℝ) ^ 2 - ((n % 2 : ℕ) : ℝ)) =
          c * ((n : ℝ) * ((n : ℝ) - 1)) + n - ((n % 2 : ℕ) : ℝ) :=
      ⟨(c * ((n : ℝ) * ((n : ℝ) - 1)) + n - ((n % 2 : ℕ) : ℝ)) /
          ((n : ℝ) ^ 2 - ((n % 2 : ℕ) : ℝ)),
        div_nonneg (by linarith) hden.le,
        (div_le_one hden).mpr (by nlinarith [mul_le_mul_of_nonneg_right hc1 hD.le]),
        div_mul_cancel₀ _ hden.ne'⟩
    let alt : Fin n → Bool := fun i => decide (i.val % 2 = 1)
    let up : Fin n → Bool := fun _ => true
    let p : (Fin n → Bool) → ℝ := fun σ =>
      (if σ = alt then 1 - t else 0) + (if σ = up then t else 0)
    have hsum : ∀ f : (Fin n → Bool) → ℝ, ∑ σ, p σ * f σ = (1 - t) * f alt + t * f up := by
      intro f
      simp only [p, add_mul, ite_mul, zero_mul, Finset.sum_add_distrib, Finset.sum_ite_eq',
        Finset.mem_univ, if_true]
    have hp : IsDistribution p := by
      refine ⟨fun σ => ?_, ?_⟩
      · exact add_nonneg (by split_ifs <;> linarith) (by split_ifs <;> linarith)
      · have h := hsum (fun _ => 1)
        simp only [mul_one] at h
        rw [h]
        ring
    have hup : totalSpin up = n := by simp [totalSpin, spin, up]
    have halt : totalSpin alt ^ 2 = ((n % 2 : ℕ) : ℝ) := totalSpin_alternating n
    refine ⟨p, hp, ?_⟩
    rw [meanPairCorr_eq hp, hsum (fun σ => totalSpin σ ^ 2), div_eq_iff hD.ne']
    simp only [hup, halt]
    linear_combination ht
```

The two halves of the proof are the two inclusions. In the first, `hlo` and `hhi` are the averaged bounds. In the second, `alt` and `up` are the two configurations, `hsum` evaluates an expectation in their mixture, and the last line reduces the required value of $\bar c$ to the equation for $t$.

The smallest cluster, $n=2$, has $L(2)=-1$: a single pair can take any correlation from fully antiparallel to fully parallel. As $n$ grows, $L(n)$ tends to $0$ from below, so a large cluster of mutual neighbours has little room for negative correlation on average.

## Which distributions reach the lower end

Because the weights sum to one,

$$\langle M^2\rangle-r=\sum_\sigma p(\sigma)\,\bigl(M(\sigma)^2-r\bigr) ,$$

and every term on the right is nonnegative. The sum vanishes exactly when each term does. So $\bar c=L(n)$ if and only if every configuration with nonzero weight has $M^2=r$: equal numbers of up and down spins for even $n$, and an excess of one spin in either direction for odd $n$.

```lean
/-- A distribution has the lowest mean pair correlation exactly when every configuration of
nonzero weight has squared total spin equal to the parity of `n`. -/
theorem meanPairCorr_eq_lowest_iff (hn : 2 ≤ n) {p : (Fin n → Bool) → ℝ}
    (hp : IsDistribution p) :
    meanPairCorr p = lowestCorr n ↔
      ∀ σ, p σ ≠ 0 → totalSpin σ ^ 2 = ((n % 2 : ℕ) : ℝ) := by
  have hD := pairs_pos hn
  have hsplit : ∑ σ, p σ * (totalSpin σ ^ 2 - ((n % 2 : ℕ) : ℝ)) =
      ∑ σ, p σ * totalSpin σ ^ 2 - ((n % 2 : ℕ) : ℝ) := by
    simp only [mul_sub]
    rw [Finset.sum_sub_distrib, ← Finset.sum_mul, hp.sum_one, one_mul]
  have hz := Finset.sum_eq_zero_iff_of_nonneg (s := univ)
    (f := fun σ => p σ * (totalSpin σ ^ 2 - ((n % 2 : ℕ) : ℝ)))
    (fun σ _ => mul_nonneg (hp.nonneg σ) (sub_nonneg.mpr (totalSpin_sq_bounds σ).1))
  rw [meanPairCorr_eq hp, lowestCorr_eq hn, div_left_inj' hD.ne', sub_left_inj,
    ← sub_eq_zero, ← hsplit, hz]
  constructor
  · intro h σ hσ
    exact sub_eq_zero.mp ((mul_eq_zero.mp (h σ (mem_univ σ))).resolve_left hσ)
  · intro h σ _
    by_cases hσ : p σ = 0
    · simp [hσ]
    · simp [h σ hσ]
```

Here `hsplit` is the displayed identity and `hz` is the criterion for a vanishing sum of nonnegative terms. The weights among the permitted configurations are arbitrary. For $n\ge3$ the individual pairs need not be equally correlated either: in the alternating configuration alone, some pairs have correlation $+1$ and others $-1$, and only the mean equals $L(n)$.

## The least value, and the two clusters that share −1/3

The lower end of a nonempty closed interval belongs to it. Since $r\le1\le n^2$, we have $r-n\le n(n-1)$ and hence $L(n)\le1$, so the interval is nonempty and $L(n)$ is its least element. In Lean, `IsLeast` combines the two parts of this claim: some distribution attains the value, and none goes below it.

```lean
/-- The least mean pair correlation of `n ≥ 2` mutually neighbouring spins is `-1/(n-1)` for
even `n` and `-1/n` for odd `n`. -/
theorem isLeast_lowestCorr (hn : 2 ≤ n) : IsLeast (achievable n) (lowestCorr n) := by
  rw [achievable_eq_Icc hn]
  refine isLeast_Icc ?_
  have hn2 : (2 : ℝ) ≤ n := by exact_mod_cast hn
  have hr : ((n % 2 : ℕ) : ℝ) ≤ 1 := by
    exact_mod_cast (by omega : n % 2 ≤ 1)
  rw [lowestCorr_eq hn, div_le_one (pairs_pos hn)]
  nlinarith
```

For the triangle, $L(3)=-1/3$ by the odd formula. For the tetrahedron, $L(4)=-1/(4-1)=-1/3$ by the even one. The best triangle configurations have two spins of one kind and one of the other, giving one like pair and two unlike pairs, with mean $(1-2)/3$. The best tetrahedron configurations have two spins of each kind, giving two like and four unlike pairs, with mean $(2-4)/6$.

For a binary alloy, the value $-1/3$ can serve as a test of a proposed pair correlation averaged over one isolated triangle or tetrahedron: a lower target belongs to no distribution on that cluster. Frequencies of cluster configurations counted in a finite sample also form a distribution. So if all pairs of the cluster are evaluated on the same sampled configurations, without subtraction of the mean spins, an average below $-1/3$, beyond rounding, points to a fault in the code and not to statistical noise. For a crystal, where overlapping clusters must agree on the sites they share, the theorems here give a necessary condition; they do not decide whether a given lattice reaches $-1/3$ on all its clusters at once.

```lean
/-- For the triangle and for the tetrahedron the least mean pair correlation is `-1/3`. -/
theorem triangle_and_tetrahedron :
    IsLeast (achievable 3) (-1 / 3) ∧ IsLeast (achievable 4) (-1 / 3) := by
  have h3 : lowestCorr 3 = -1 / 3 := by
    unfold lowestCorr
    exact (if_neg (by decide)).trans (by norm_num)
  have h4 : lowestCorr 4 = -1 / 3 := by
    unfold lowestCorr
    exact (if_pos (by decide)).trans (by norm_num)
  exact ⟨h3 ▸ isLeast_lowestCorr (by norm_num), h4 ▸ isLeast_lowestCorr (by norm_num)⟩

end

end ClusterPairCorrelation
```

```lean
#print axioms ClusterPairCorrelation.meanPairCorr_eq_lowest_iff
#print axioms ClusterPairCorrelation.triangle_and_tetrahedron
```

```
'ClusterPairCorrelation.meanPairCorr_eq_lowest_iff' depends on axioms: [propext, Classical.choice, Quot.sound]
'ClusterPairCorrelation.triangle_and_tetrahedron' depends on axioms: [propext, Classical.choice, Quot.sound]
```
